# The energy change on dimerization as that of a softened spring, for a chain on an odd k-point grid

The model is a chain of non-interacting electrons with stiffness $K$ and dimerization $d$, whose energy per k-point is the elastic term $Kd^2/2$ plus the mean energy of the filled level, $-\sqrt{\cos^2 k + d^2\sin^2 k}$, over the finite grid $k = \pi j/N$, $j = 0,\dots,N-1$. The theorem `energy_sub` states that for odd $N$ the energy at $d$ minus the energy at $0$ is exactly $\tfrac{d^2}{2}(K - S(d))$. Here the softening $S(d)$ is the grid average of $2\sin^2 k/(\sqrt{\cos^2 k + d^2\sin^2 k} + |\cos k|)$. The attempt rationalizes the difference of square roots for one level, using that $\cos k$ is never zero on an odd grid, and then sums over the grid.

An attempt in Lean 4 with a fault in it:

```lean
import Mathlib

open Real Filter Topology

namespace EnergySub

noncomputable section

/-- The `j`-th k-point `π j / N` of a uniform grid with `N > 0` points. -/
def kpt (N j : ℕ) : ℝ := π * j / N

/-- Energy per k-point of a chain with stiffness `K` and dimerization `d`, sampled on `N > 0`
k-points: elastic energy plus the mean energy of the filled level, which lies at
`-√(cos² + d² sin²)`. -/
def energy (N : ℕ) (K d : ℝ) : ℝ :=
  K * d ^ 2 / 2 - (1 / (N : ℝ)) * ∑ j ∈ Finset.range N,
    √(cos (kpt N j) ^ 2 + d ^ 2 * sin (kpt N j) ^ 2)

/-- The electronic softening of the lattice at dimerization `d`, meant for odd `N`, where no
denominator vanishes. -/
def softening (N : ℕ) (d : ℝ) : ℝ :=
  (1 / (N : ℝ)) * ∑ j ∈ Finset.range N, 2 * sin (kpt N j) ^ 2 /
    (√(cos (kpt N j) ^ 2 + d ^ 2 * sin (kpt N j) ^ 2) + |cos (kpt N j)|)

/-- On a grid with an odd number of points, `cos x` vanishes at no k-point. -/
theorem cos_kpt_ne_zero {N : ℕ} (hN : Odd N) (j : ℕ) : cos (kpt N j) ≠ 0 := by
  intro h
  rw [Real.cos_eq_zero_iff] at h
  obtain ⟨k, hk⟩ := h
  obtain ⟨n, rfl⟩ := hN
  unfold kpt at hk
  push_cast at hk
  have hpos : (2 * (n : ℝ) + 1) ≠ 0 := by positivity
  rw [div_eq_iff hpos] at hk
  have hr : 2 * (j : ℝ) = (2 * k + 1) * (2 * n + 1) := by
    apply mul_left_cancel₀ Real.pi_ne_zero
    linear_combination 2 * hk
  have hz : 2 * (j : ℤ) = (2 * k + 1) * (2 * n + 1) := by exact_mod_cast hr
  -- an even number would equal a product of odd numbers
  have h2 : (2 : ℤ) ∣ 1 := ⟨j - 2 * k * n - k - n, by linear_combination -hz⟩
  norm_num at h2

/-- For odd `N`, the energy change on dimerization is exactly that of a spring whose
stiffness `K` is reduced by the electronic softening. -/
theorem energy_sub {N : ℕ} (hN : Odd N) (K d : ℝ) :
    energy N K d - energy N K 0 = d ^ 2 / 2 * (K - softening N d) := by
  -- rationalize the difference of square roots for one level
  have key : ∀ c s : ℝ, c ≠ 0 → √(c ^ 2 + d ^ 2 * s ^ 2) - √(c ^ 2 + 0 ^ 2 * s ^ 2) =
      d ^ 2 / 2 * (2 * s ^ 2 / (√(c ^ 2 + d ^ 2 * s ^ 2) + |c|)) := by
    intro c s hc
    have h0 : √(c ^ 2 + 0 ^ 2 * s ^ 2) = |c| := by simp [Real.sqrt_sq_eq_abs]
    have h1 := Real.sq_sqrt (show 0 ≤ c ^ 2 + d ^ 2 * s ^ 2 by positivity)
    have h2 := sq_abs c
    have h3 : 0 < |c| := abs_pos.mpr hc
    have h4 := Real.sqrt_nonneg (c ^ 2 + d ^ 2 * s ^ 2)
    have h5 : √(c ^ 2 + d ^ 2 * s ^ 2) + |c| ≠ 0 := (by linarith : 0 < _).ne'
    rw [h0, ← mul_div_assoc, eq_div_iff h5]
    linear_combination h1 - h2
  have hs := Finset.sum_congr (rfl : Finset.range N = Finset.range N)
    (fun j _ => key (Real.cos (kpt N j)) (Real.sin (kpt N j)) (cos_kpt_ne_zero hN j))
  rw [Finset.sum_sub_distrib, ← Finset.mul_sum] at hs
  unfold energy softening
  linear_combination (-(1 / (N : ℝ))) * hs

end

end EnergySub
```

Messages:

```
Main.lean:56:56: error: linarith failed to find a contradiction
N : ℕ
hN : Odd N
K d c s : ℝ
hc : c ≠ 0
h0 : √(c ^ 2 + 0 ^ 2 * s ^ 2) = |c|
h1 : √(c ^ 2 + d ^ 2 * s ^ 2) ^ 2 = c ^ 2 + d ^ 2 * s ^ 2
h2 : |c| ^ 2 = c ^ 2
h3 : 0 < |c|
h4 : 0 ≤ √(c ^ 2 + d ^ 2 * s ^ 2)
a✝ : ?m.570 ≤ 0
⊢ False
failed
```

As a diff, the version that Lean accepts:

```diff
@@ -51,12 +51,10 @@
     have h0 : √(c ^ 2 + 0 ^ 2 * s ^ 2) = |c| := by simp [Real.sqrt_sq_eq_abs]
     have h1 := Real.sq_sqrt (show 0 ≤ c ^ 2 + d ^ 2 * s ^ 2 by positivity)
-    have h2 := sq_abs c
-    have h3 : 0 < |c| := abs_pos.mpr hc
-    have h4 := Real.sqrt_nonneg (c ^ 2 + d ^ 2 * s ^ 2)
-    have h5 : √(c ^ 2 + d ^ 2 * s ^ 2) + |c| ≠ 0 := (by linarith : 0 < _).ne'
+    have h5 : √(c ^ 2 + d ^ 2 * s ^ 2) + |c| ≠ 0 :=
+      (add_pos_of_nonneg_of_pos (Real.sqrt_nonneg _) (abs_pos.mpr hc)).ne'
     rw [h0, ← mul_div_assoc, eq_div_iff h5]
-    linear_combination h1 - h2
+    linear_combination h1 - sq_abs c
   have hs := Finset.sum_congr (rfl : Finset.range N = Finset.range N)
-    (fun j _ => key (Real.cos (kpt N j)) (Real.sin (kpt N j)) (cos_kpt_ne_zero hN j))
+    (fun j _ => key (cos (kpt N j)) (sin (kpt N j)) (cos_kpt_ne_zero hN j))
   rw [Finset.sum_sub_distrib, ← Finset.mul_sum] at hs
   unfold energy softening
```

What went wrong. The error is in the proof of `h5`, which says that the denominator `√(c ^ 2 + d ^ 2 * s ^ 2) + |c|` is nonzero. The attempt derives this from positivity, written `(by linarith : 0 < _).ne'`, and leaves Lean to work out what `_` stands for. But `linarith` ran before `_` was filled in: the negated goal in the message is `?m.570 ≤ 0`, where `?m.570` is a still unknown term. The hypotheses `h3` and `h4` do imply that the denominator is positive, but nothing told `linarith` that the unknown term was the denominator, so it found no contradiction.

The repair proves positivity with the lemma `add_pos_of_nonneg_of_pos`, applied to a nonnegative square root and a positive `|c|`. This is about a sum by its very form, and Lean can match that sum with the one in the statement of `h5`, with no tactic called on an unknown goal.

The other changes are tidying: `h3` and `h4` are absorbed into the new term, `h2` is replaced by `sq_abs c` where it was used, and `Real.cos` and `Real.sin` are shortened to `cos` and `sin`.
